# Flux conservation makes the flux-normalized propagating block unitary and fixes the anti-Hermitian part of $\kappa S_{EE}$

Take a layer with one propagating beam $p$, wave number $k>0$ along the layer normal, and one evanescent beam $e$, decay constant $\kappa>0$ along the same direction. Incoming amplitudes $a_p,a_e$ produce outgoing amplitudes
$$b_p=S_{pp}a_p+S_{pe}a_e,\qquad b_e=S_{ep}a_p+S_{ee}a_e .$$
Suppose no flux is lost, whatever comes in:
$$k(|a_p|^2-|b_p|^2)+2\kappa\,\mathrm{Im}(\bar a_e b_e)=0 .$$

With $a_e=0$ this gives $|S_{pp}|=1$. With $a_p=0$ it gives $2\kappa\,\mathrm{Im}\,S_{ee}=k|S_{pe}|^2$: an evanescent beam carries flux only through the interference of its incoming and outgoing waves, and here that interference must supply what leaves in the propagating beam. The terms mixing $a_p$ and $a_e$ must vanish for every relative phase, so $k\bar S_{pp}S_{pe}=i\kappa\bar S_{ep}$. For many beams the same three statements become matrix relations.

## Beams and their flux

```lean
import Mathlib

open Matrix ComplexConjugate
open scoped ComplexOrder

noncomputable section

namespace LayerKKRFlux

variable {P E : Type*} [Fintype P] [DecidableEq P] [Fintype E] [DecidableEq E]
```

`P` and `E` are the finite sets of propagating and evanescent beams. In layer KKR, a label can combine a surface reciprocal-lattice vector with a side of the layer.

```lean
/-- The diagonal matrix of real wave numbers (or decay constants) of a set of beams. -/
def waveMatrix {n : Type*} [DecidableEq n] (k : n → ℝ) : Matrix n n ℂ :=
  Matrix.diagonal fun p => (k p : ℂ)
```

`waveMatrix k` is the diagonal matrix $K$ with entries $k_p$. Here $k_p$ is the magnitude of the wave vector's component normal to the layer, not the full length of the wave vector. Applied to the decay constants, it gives the matrix $\kappa$.

```lean
/-- The net flux carried by incoming amplitudes `a` and outgoing amplitudes `b`: propagating
beams contribute separately, evanescent beams through the interference of `a` and `b`. -/
def netFlux (k : P → ℝ) (κ : E → ℝ) (a b : P ⊕ E → ℂ) : ℝ :=
  ∑ p, k p * (‖a (Sum.inl p)‖ ^ 2 - ‖b (Sum.inl p)‖ ^ 2) +
    ∑ e, 2 * κ e * (conj (a (Sum.inr e)) * b (Sum.inr e)).im
```

An amplitude vector is a function on `P ⊕ E`, the disjoint union of the two sets; `Sum.inl p` and `Sum.inr e` pick out its two kinds of entry. The definition reads
$$\Phi(a,b)=\sum_p k_p(|a_p|^2-|b_p|^2)+\sum_e 2\kappa_e\,\mathrm{Im}(\bar a_e b_e).$$

This is the probability current into the layer, up to the factor $\hbar/m$. Let $z$ point away from the layer. A propagating beam $ae^{-ikz}+be^{ikz}$ has inward current $-\mathrm{Im}(\bar\psi\psi')=k(|a|^2-|b|^2)$. An evanescent beam $ae^{\kappa z}+be^{-\kappa z}$ has $2\kappa\,\mathrm{Im}(\bar a b)$. The file takes the expression as a definition and does not derive it from a wave equation.

```lean
/-- The scattering matrix `S` conserves flux: the net flux vanishes for every incoming `a`. -/
def FluxConserving (k : P → ℝ) (κ : E → ℝ) (S : Matrix (P ⊕ E) (P ⊕ E) ℂ) : Prop :=
  ∀ a, netFlux k κ a (S *ᵥ a) = 0
```

`S *ᵥ a` is the matrix-vector product $Sa$. `FluxConserving` says that $\Phi(a,Sa)=0$ for every complex $a$. Physically, the layer neither absorbs nor emits particles, as for a real potential at real energy.

```lean
/-- The matrix of the net flux as a quadratic form in the incoming amplitudes. -/
def fluxMatrix (k : P → ℝ) (κ : E → ℝ) (S : Matrix (P ⊕ E) (P ⊕ E) ℂ) :
    Matrix (P ⊕ E) (P ⊕ E) ℂ :=
  fromBlocks (waveMatrix k) 0 0 0 - Sᴴ * (fromBlocks (waveMatrix k) 0 0 0 * S) -
    (fromBlocks 0 0 0 (Complex.I • waveMatrix κ) * S -
      Sᴴ * fromBlocks 0 0 0 (Complex.I • waveMatrix κ))
```

`fromBlocks` assembles a matrix from its top-left, top-right, bottom-left and bottom-right blocks, and `ᴴ` is the adjoint $\dagger$. With $\hat K=\mathrm{diag}(K,0)$ and $G=\mathrm{diag}(0,i\kappa)$, the definition is
$$M=\hat K-S^\dagger\hat KS-(GS-S^\dagger G).$$

```lean
/-- The propagating block in flux-normalized amplitudes, `K^(1/2) S_PP K^(-1/2)`. -/
def fluxNormalized (k : P → ℝ) (A : Matrix P P ℂ) : Matrix P P ℂ :=
  waveMatrix (fun p => Real.sqrt (k p)) * A * waveMatrix (fun p => (Real.sqrt (k p))⁻¹)
```

This is $K^{1/2}S_{PP}K^{-1/2}$. It relates amplitudes rescaled by $\sqrt{k_p}$, whose squared moduli are fluxes.

## From a vanishing flux to a vanishing matrix

```lean
/-- A diagonal matrix of real wave numbers is Hermitian. -/
theorem waveMatrix_conjTranspose {n : Type*} [DecidableEq n] (k : n → ℝ) :
    (waveMatrix k)ᴴ = waveMatrix k := by
  ext i j
  by_cases h : i = j
  · subst h; simp [waveMatrix]
  · simp [waveMatrix, h, Ne.symm h]
```

Since the wave numbers are real, $K^\dagger=K$. The proof compares entries on and off the diagonal.

```lean
/-- A complex matrix whose quadratic form vanishes on all amplitudes is zero. -/
theorem eq_zero_of_quadratic_form {n : Type*} [Fintype n] [DecidableEq n] (M : Matrix n n ℂ)
    (h : ∀ a : n → ℂ, star a ⬝ᵥ (M *ᵥ a) = 0) : M = 0 := by
  -- polarization with x + y and x + i y
  have pol : ∀ x y : n → ℂ, star x ⬝ᵥ (M *ᵥ y) = 0 := by
    intro x y
    have hx := h x
    have hy := h y
    have h1 := h (x + y)
    have h2 := h (x + Complex.I • y)
    simp only [star_add, star_smul, Matrix.mulVec_add, Matrix.mulVec_smul, add_dotProduct,
      dotProduct_add, smul_dotProduct, dotProduct_smul, smul_eq_mul, Complex.star_def,
      Complex.conj_I] at h1 h2
    linear_combination (1 / 2) * (h1 - hx - hy) - Complex.I / 2 * (h2 - hx - hy) +
      (star x ⬝ᵥ (M *ᵥ y) - star y ⬝ᵥ (M *ᵥ x) - Complex.I * (star y ⬝ᵥ (M *ᵥ y))) / 2
        * Complex.I_sq
  ext i j
  have hz : M *ᵥ Pi.single j 1 = 0 :=
    dotProduct_star_self_eq_zero.mp (pol (M *ᵥ Pi.single j 1) (Pi.single j 1))
  simpa [Matrix.mulVec, dotProduct, Pi.single_apply] using congrFun hz i
```

If $a^\dagger Ma=0$ for all complex $a$, then $M=0$. Insert $a=x+y$ and $a=x+iy$, and drop the terms that already vanish:
$$x^\dagger My+y^\dagger Mx=0,\qquad i\,(x^\dagger My-y^\dagger Mx)=0 .$$
Hence $x^\dagger My=0$ for all $x,y$. In Lean this is `pol`, where `linear_combination` checks the combination of the two equations. Choosing $y$ as the $j$-th unit vector and $x=My$ gives $\|My\|^2=0$, so column $j$ of $M$ is zero.

```lean
/-- The net flux of a scattering state is the quadratic form of the flux matrix. -/
theorem netFlux_eq_form (k : P → ℝ) (κ : E → ℝ) (S : Matrix (P ⊕ E) (P ⊕ E) ℂ)
    (a : P ⊕ E → ℂ) :
    (netFlux k κ a (S *ᵥ a) : ℂ) = star a ⬝ᵥ (fluxMatrix k κ S *ᵥ a) := by
  have adj : ∀ v, star a ⬝ᵥ (Sᴴ *ᵥ v) = star (S *ᵥ a) ⬝ᵥ v := by
    intro v
    rw [Matrix.star_mulVec, Matrix.dotProduct_mulVec]
  have hG : Complex.I • waveMatrix κ = Matrix.diagonal fun e => Complex.I * (κ e : ℂ) := by
    ext i j
    by_cases h : i = j
    · subst h; simp [waveMatrix]
    · simp [waveMatrix, h]
  -- the contribution of a single propagating and of a single evanescent beam
  have hp : ∀ (q : ℝ) (x y : ℂ), ((q * (‖x‖ ^ 2 - ‖y‖ ^ 2) : ℝ) : ℂ) =
      star x * (q * x) - star y * (q * y) := by
    intro q x y
    rw [Complex.sq_norm, Complex.sq_norm, Complex.normSq_apply, Complex.normSq_apply]
    apply Complex.ext <;> simp only [Complex.sub_re, Complex.sub_im, Complex.mul_re,
      Complex.mul_im, Complex.ofReal_re, Complex.ofReal_im, Complex.star_def, Complex.conj_re,
      Complex.conj_im] <;> ring
  have he : ∀ (q : ℝ) (x y : ℂ), ((2 * q * (conj x * y).im : ℝ) : ℂ) =
      star y * (Complex.I * q * x) - star x * (Complex.I * q * y) := by
    intro q x y
    apply Complex.ext <;> simp only [Complex.sub_re, Complex.sub_im, Complex.mul_re,
      Complex.mul_im, Complex.ofReal_re, Complex.ofReal_im, Complex.star_def, Complex.conj_re,
      Complex.conj_im, Complex.I_re, Complex.I_im] <;> ring
  simp only [fluxMatrix, hG, Matrix.sub_mulVec, ← Matrix.mulVec_mulVec, dotProduct_sub, adj]
  generalize S *ᵥ a = b
  simp only [netFlux, waveMatrix, dotProduct, Matrix.fromBlocks_mulVec, Matrix.zero_mulVec,
    Matrix.mulVec_diagonal, Fintype.sum_sum_type, Sum.elim_inl, Sum.elim_inr, Pi.star_apply,
    Pi.zero_apply, Function.comp_apply, mul_zero, Finset.sum_const_zero,
    add_zero, zero_add, Complex.ofReal_add, Complex.ofReal_sum, hp, he,
    Finset.sum_sub_distrib]
  ring
```

The flux is the quadratic form of $M$: $\Phi(a,Sa)=a^\dagger Ma$. Put $b=Sa$. Beam by beam,
$$k(|a|^2-|b|^2)=\bar a ka-\bar b kb,\qquad 2\kappa\,\mathrm{Im}(\bar a b)=\bar b(i\kappa)a-\bar a(i\kappa)b .$$
These are `hp` and `he`, proved by comparing real and imaginary parts. The step `adj` is $a^\dagger S^\dagger v=(Sa)^\dagger v$, which turns each $S^\dagger$ in $M$ into a $b^\dagger$. Summing over beams gives the claim.

## The block relations

```lean
/-- Flux conservation is equivalent to three relations between the propagating and evanescent
blocks of the scattering matrix. -/
theorem fluxConserving_iff_blocks (k : P → ℝ) (κ : E → ℝ) (A : Matrix P P ℂ)
    (B : Matrix P E ℂ) (C : Matrix E P ℂ) (D : Matrix E E ℂ) :
    FluxConserving k κ (fromBlocks A B C D) ↔
      Aᴴ * waveMatrix k * A = waveMatrix k ∧
      Aᴴ * waveMatrix k * B = Complex.I • (Cᴴ * waveMatrix κ) ∧
      waveMatrix κ * D - Dᴴ * waveMatrix κ = Complex.I • (Bᴴ * waveMatrix k * B) := by
  have hM : FluxConserving k κ (fromBlocks A B C D) ↔
      fluxMatrix k κ (fromBlocks A B C D) = 0 := by
    constructor
    · intro h
      apply eq_zero_of_quadratic_form
      intro a
      rw [← netFlux_eq_form, h a, Complex.ofReal_zero]
    · intro h a
      have h' := netFlux_eq_form k κ (fromBlocks A B C D) a
      rw [h, Matrix.zero_mulVec, dotProduct_zero] at h'
      exact_mod_cast h'
  have hblocks : fluxMatrix k κ (fromBlocks A B C D) = fromBlocks
      (waveMatrix k - Aᴴ * (waveMatrix k * A))
      (-(Aᴴ * (waveMatrix k * B)) + Cᴴ * (Complex.I • waveMatrix κ))
      (-(Bᴴ * (waveMatrix k * A)) - (Complex.I • waveMatrix κ) * C)
      (-(Bᴴ * (waveMatrix k * B)) -
        ((Complex.I • waveMatrix κ) * D - Dᴴ * (Complex.I • waveMatrix κ))) := by
    unfold fluxMatrix
    generalize Complex.I • waveMatrix κ = G
    simp [fromBlocks_conjTranspose, fromBlocks_multiply, sub_eq_add_neg, fromBlocks_neg,
      fromBlocks_add]
  have hI : ∀ Z : Matrix E E ℂ, Complex.I • (Complex.I • Z) = -Z := by
    intro Z
    rw [smul_smul, Complex.I_mul_I, neg_one_smul]
  have hX : ∀ X Y : Matrix E E ℂ, -Y - Complex.I • X = 0 ↔ X = Complex.I • Y := by
    intro X Y
    constructor
    · intro h
      rw [sub_eq_zero] at h
      have h' : Y = -(Complex.I • X) := by rw [← h, neg_neg]
      rw [h', smul_neg, hI, neg_neg]
    · intro h
      rw [h, hI, sub_neg_eq_add, neg_add_cancel]
  rw [hM, hblocks, ← fromBlocks_zero, fromBlocks_inj, Matrix.smul_mul _ _ D,
    Matrix.mul_smul Dᴴ, ← smul_sub, hX, Matrix.mul_smul Cᴴ, neg_add_eq_zero, sub_eq_zero,
    Matrix.mul_assoc, Matrix.mul_assoc, Matrix.mul_assoc]
  constructor
  · rintro ⟨h1, h2, _, h4⟩
    exact ⟨h1.symm, h2, h4⟩
  · rintro ⟨h1, h2, h4⟩
    refine ⟨h1.symm, h2, ?_, h4⟩
    -- the remaining block is the adjoint of the cross relation
    have h3 := congrArg Matrix.conjTranspose h2
    simp only [conjTranspose_mul, conjTranspose_smul, conjTranspose_conjTranspose,
      waveMatrix_conjTranspose, Complex.star_def, Complex.conj_I, neg_smul,
      Matrix.mul_assoc] at h3
    rw [h3, Matrix.smul_mul, neg_neg, sub_self]
```

Here $A,B,C,D$ stand for $S_{PP},S_{PE},S_{EP},S_{EE}$; the first index is the outgoing beam, the second the incoming one. By the two preceding theorems, flux conservation is the same as $M=0$ (`hM`). Multiplying out the blocks (`hblocks`) gives
$$M=\begin{pmatrix}K-A^\dagger KA & -A^\dagger KB+iC^\dagger\kappa\\ -B^\dagger KA-i\kappa C & -B^\dagger KB-i(\kappa D-D^\dagger\kappa)\end{pmatrix}.$$
Setting each block to zero yields
$$A^\dagger KA=K,\qquad A^\dagger KB=iC^\dagger\kappa,\qquad \kappa D-D^\dagger\kappa=iB^\dagger KB .$$
The bottom-left block adds nothing: the adjoint of the second relation is $B^\dagger KA=-i\kappa C$. The last lines of the proof carry out this step.

```lean
/-- For positive wave numbers, `S_PP† K S_PP = K` holds exactly when the flux-normalized
propagating block is unitary. -/
theorem fluxNormalized_unitary_iff (k : P → ℝ) (hk : ∀ p, 0 < k p) (A : Matrix P P ℂ) :
    fluxNormalized k A ∈ Matrix.unitaryGroup P ℂ ↔
      Aᴴ * waveMatrix k * A = waveMatrix k := by
  have hK : waveMatrix (fun p => Real.sqrt (k p)) * waveMatrix (fun p => Real.sqrt (k p)) =
      waveMatrix k := by
    simp only [waveMatrix, Matrix.diagonal_mul_diagonal]
    congr 1
    funext p
    rw [← Complex.ofReal_mul, Real.mul_self_sqrt (hk p).le]
  have h1 : waveMatrix (fun p => Real.sqrt (k p)) *
      waveMatrix (fun p => (Real.sqrt (k p))⁻¹) = 1 := by
    simp only [waveMatrix, Matrix.diagonal_mul_diagonal]
    rw [← Matrix.diagonal_one]
    congr 1
    funext p
    rw [← Complex.ofReal_mul, mul_inv_cancel₀ (Real.sqrt_pos.mpr (hk p)).ne',
      Complex.ofReal_one]
  have hR := waveMatrix_conjTranspose (fun p => Real.sqrt (k p))
  have hT := waveMatrix_conjTranspose (fun p => (Real.sqrt (k p))⁻¹)
  rw [Matrix.mem_unitaryGroup_iff', Matrix.star_eq_conjTranspose, fluxNormalized, ← hK]
  generalize waveMatrix (fun p => Real.sqrt (k p)) = R at h1 hR ⊢
  generalize waveMatrix (fun p => (Real.sqrt (k p))⁻¹) = T at h1 hT ⊢
  have h2 : T * R = 1 := mul_eq_one_comm.mp h1
  have hU : (R * A * T)ᴴ * (R * A * T) = T * (Aᴴ * (R * R) * A) * T := by
    simp only [conjTranspose_mul, hR, hT, Matrix.mul_assoc]
  rw [hU]
  generalize Aᴴ * (R * R) * A = X
  constructor
  · intro h
    calc X = (R * T) * X * (T * R) := by rw [h1, h2, one_mul, mul_one]
      _ = R * (T * X * T) * R := by simp only [Matrix.mul_assoc]
      _ = R * R := by rw [h, mul_one]
  · intro h
    calc T * X * T = (T * R) * (R * T) := by rw [h]; simp only [Matrix.mul_assoc]
      _ = 1 := by rw [h1, h2, one_mul]
```

Write $U=K^{1/2}AK^{-1/2}$. Then
$$U^\dagger U=K^{-1/2}A^\dagger KA\,K^{-1/2}.$$
If $A^\dagger KA=K$, the right side is $1$. Conversely, if $U^\dagger U=1$, multiplying by $K^{1/2}$ on both sides returns $A^\dagger KA=K$. The hypothesis `hk`, that every $k_p$ is positive, makes $K^{1/2}$ invertible and so excludes a beam exactly at threshold. In the proof `R` and `T` are $K^{1/2}$ and $K^{-1/2}$, and the two `calc` chains are the two directions.

```lean
/-- Flux is conserved exactly when the flux-normalized propagating block is unitary, the
evanescent block obeys `κ S_EE - S_EE† κ = i S_PE† K S_PE`, and the cross blocks obey
`S_PP† K S_PE = i S_EP† κ`. -/
theorem fluxConserving_iff (k : P → ℝ) (hk : ∀ p, 0 < k p) (κ : E → ℝ)
    (Spp : Matrix P P ℂ) (Spe : Matrix P E ℂ) (Sep : Matrix E P ℂ) (See : Matrix E E ℂ) :
    FluxConserving k κ (fromBlocks Spp Spe Sep See) ↔
      fluxNormalized k Spp ∈ Matrix.unitaryGroup P ℂ ∧
      waveMatrix κ * See - Seeᴴ * waveMatrix κ = Complex.I • (Speᴴ * waveMatrix k * Spe) ∧
      Sppᴴ * waveMatrix k * Spe = Complex.I • (Sepᴴ * waveMatrix κ) := by
  rw [fluxConserving_iff_blocks, fluxNormalized_unitary_iff k hk]
  tauto
```

For $k_p>0$, flux conservation holds if and only if

- $K^{1/2}S_{PP}K^{-1/2}$ is unitary,
- $\kappa S_{EE}-S_{EE}^\dagger\kappa=iS_{PE}^\dagger KS_{PE}$,
- $S_{PP}^\dagger KS_{PE}=iS_{EP}^\dagger\kappa$.

The proof substitutes the two previous equivalences and reorders the conditions. The $\kappa_e$ may be any real numbers, although only positive ones describe decay. For a non-absorbing layer, the three relations can test a computed layer scattering matrix, including the evanescent blocks that enter when closely spaced layers are joined. The finite beam set must then contain every propagating beam; evanescent beams may be left out, since without an incoming amplitude they carry no flux.

```lean
/-- In a flux-conserving layer, the imaginary part of the diagonal evanescent amplitude, times `2κ`,
equals the flux that this evanescent beam, at unit incoming amplitude, sends into the propagating
beams. -/
theorem evanescent_im_eq_flux (k : P → ℝ) (κ : E → ℝ)
    (Spp : Matrix P P ℂ) (Spe : Matrix P E ℂ) (Sep : Matrix E P ℂ) (See : Matrix E E ℂ)
    (h : FluxConserving k κ (fromBlocks Spp Spe Sep See)) (e : E) :
    2 * κ e * (See e e).im = ∑ p, k p * ‖Spe p e‖ ^ 2 := by
  have h3 := congrFun (congrFun ((fluxConserving_iff_blocks k κ Spp Spe Sep See).mp h).2.2 e) e
  have hB : (Speᴴ * waveMatrix k * Spe) e e = ((∑ p, k p * ‖Spe p e‖ ^ 2 : ℝ) : ℂ) := by
    rw [Matrix.mul_apply, Complex.ofReal_sum]
    refine Finset.sum_congr rfl fun p _ => ?_
    rw [waveMatrix, Matrix.mul_diagonal, conjTranspose_apply, Complex.sq_norm,
      Complex.normSq_apply]
    apply Complex.ext <;> simp only [Complex.mul_re, Complex.mul_im, Complex.ofReal_re,
      Complex.ofReal_im, Complex.star_def, Complex.conj_re, Complex.conj_im] <;> ring
  rw [Matrix.sub_apply, Matrix.smul_apply, hB] at h3
  simp only [waveMatrix, Matrix.diagonal_mul, Matrix.mul_diagonal, conjTranspose_apply] at h3
  -- compare imaginary parts
  have h4 := congrArg Complex.im h3
  simp only [Complex.sub_im, Complex.mul_im, Complex.ofReal_re, Complex.ofReal_im,
    Complex.I_re, Complex.I_im, Complex.star_def, Complex.conj_re, Complex.conj_im,
    smul_eq_mul] at h4
  linarith
```

The $(e,e)$ entry of the second relation is $\kappa_e(S_{ee}-\bar S_{ee})=i\sum_p k_p|S_{pe}|^2$, that is,
$$2\kappa_e\,\mathrm{Im}\,S_{ee}=\sum_p k_p|S_{pe}|^2 .$$
The right side is the flux sent into the propagating beams by evanescent beam $e$ at unit incoming amplitude. For positive $k_p$ and $\kappa_e$ it follows that $\mathrm{Im}\,S_{ee}\ge 0$.

The same argument covers an absorbing layer, for which $\Phi(a,Sa)\ge0$ for all $a$. Then $M$ is positive semidefinite instead of zero, and its diagonal blocks give $S_{PP}^\dagger KS_{PP}\le K$ and $2\kappa_e\,\mathrm{Im}\,S_{ee}\ge\sum_p k_p|S_{pe}|^2$. This extension is argued here by hand and does not appear in the file.

## A two-beam layer in numbers

```lean
/-- One propagating and one evanescent beam with `k = κ = 1` and blocks `1, 1, i, i/2` form a
flux-conserving scattering matrix. -/
theorem fluxConserving_witness :
    FluxConserving (fun _ : Unit => 1) (fun _ : Unit => 1)
      (fromBlocks (Matrix.of fun _ _ => 1) (Matrix.of fun _ _ => 1)
        (Matrix.of fun _ _ => Complex.I) (Matrix.of fun _ _ => Complex.I / 2)) := by
  rw [fluxConserving_iff_blocks]
  refine ⟨?_, ?_, ?_⟩ <;> ext i j <;>
    simp [waveMatrix, Matrix.mul_apply]
  ring

end LayerKKRFlux
```

```lean
#print axioms LayerKKRFlux.fluxNormalized_unitary_iff
#print axioms LayerKKRFlux.fluxConserving_iff
#print axioms LayerKKRFlux.evanescent_im_eq_flux
```

```
'LayerKKRFlux.fluxNormalized_unitary_iff' depends on axioms: [propext, Classical.choice, Quot.sound]
'LayerKKRFlux.fluxConserving_iff' depends on axioms: [propext, Classical.choice, Quot.sound]
'LayerKKRFlux.evanescent_im_eq_flux' depends on axioms: [propext, Classical.choice, Quot.sound]
```

`Unit` is a type with one element, so there is one beam of each kind, with $k=\kappa=1$ and
$$S=\begin{pmatrix}1&1\\ i&i/2\end{pmatrix}.$$
The three relations reduce to $1=1$, $1=i\cdot(-i)$ and $i/2+i/2=i$. The proof checks them entry by entry. The numbers are chosen to conserve flux and are not computed from a potential.

To see the balance directly, send in $a=(1,1)$. Then $b=(2,\,3i/2)$. The propagating beam contributes $1-4=-3$ and the evanescent beam $2\cdot\tfrac32=3$, which sum to zero. More flux leaves in the propagating beam than entered in it, and evanescent interference supplies the difference. The full matrix $S$ is not unitary, since its first column has squared norm $2$; the propagating block, here the number $1$, is.
